# A Slater determinant vanishes at every configuration exactly when its orbitals are linearly dependent

An orbital here is a function with a definite value at every point, not a square-integrable function known only up to a set of measure zero. The points form an arbitrary set \(X\), and the values lie in a field \(K\), usually \(\mathbb{R}\) or \(\mathbb{C}\). A point may be a position, a position with a spin label, or a site of a grid. This choice settles what linear dependence means: one combination of the orbitals, with coefficients not all zero, is zero at every point of \(X\).

For orbitals \(\varphi_0,\dots,\varphi_{N-1}\) and a configuration \(x=(x_0,\dots,x_{N-1})\) of points in \(X\), write

\[
D(x)=\det A(x),\qquad A(x)_{ij}=\varphi_j(x_i),
\]

with particles as rows and orbitals as columns. The result is

\[
D(x)=0 \text{ for all } x\in X^N \iff \varphi_0,\dots,\varphi_{N-1}\text{ are linearly dependent over }K.
\]

The usual prefactor \(1/\sqrt{N!}\) is left out. Over \(\mathbb{R}\) or \(\mathbb{C}\) it rescales the amplitude without moving its zeros.

## Starting configurations and single-particle moves

A variational Monte Carlo run whose trial function is one Slater determinant, alone or multiplied by a Jastrow factor without zeros, needs a starting configuration of nonzero amplitude. Linear independence of the orbitals is exactly the condition for one to exist. When the determinant is split into a spin-up and a spin-down factor, the condition applies to the orbitals of each factor separately. A zero determinant at one configuration shows only that the configuration is a node; it does not show that the orbitals are dependent.

On a grid, \(X\) is the set of grid points, and independence must hold there. Functions that are independent on the continuum can become dependent when sampled, and then every determinant on that grid is zero.

Once \(D(x)\neq 0\), the matrix \(C=A(x)^{-1}\) defines new orbitals

\[
\chi_k(y)=\sum_j \varphi_j(y)\,C_{jk},\qquad \chi_k(x_i)=\delta_{ik}.
\]

By Cramer's rule, \(\chi_k(y)\) is also the ratio of the new determinant to the old one when particle \(k\) moves to \(y\). Over \(\mathbb{R}\) or \(\mathbb{C}\), its squared modulus is the determinant's factor in the acceptance ratio of a single-particle Metropolis step.

## From a determinant that is zero everywhere to a linear relation

**Nodes.** A square matrix has determinant zero exactly when it sends some nonzero vector to zero. Applied to \(A(x)\), this gives

\[
D(x)=0 \iff \text{there is } c\neq 0 \text{ with } \sum_j c_j\varphi_j(x_i)=0 \text{ for every } i.
\]

**Dependent orbitals.** Suppose \(\sum_j c_j\varphi_j=0\) as a function, with \(c\neq0\). Evaluating at \(x_0,\dots,x_{N-1}\) gives the condition above, so \(D(x)=0\) for every \(x\).

**Independent orbitals.** The node condition does not give the converse by itself, because its coefficients may change with \(x\). If \(D\) is zero everywhere, it supplies a vector \(c\) for each configuration, whereas dependence needs one vector that works at all points. Swapping these two quantifiers is the mistake to watch for.

Induction on \(N\) supplies the missing step. For \(N=0\) the determinant of the empty matrix is 1. Now let \(\varphi_0,\dots,\varphi_n\) be independent, and let \(D_j\) be the Slater function of the \(n\) orbitals that remain when \(\varphi_j\) is removed. The orbitals \(\varphi_1,\dots,\varphi_n\) are independent, so by the induction hypothesis there is a configuration \(x=(x_0,\dots,x_{n-1})\) with \(D_0(x)\neq0\).

Add a particle at \(y\) as the first row and expand along that row:

\[
D(y,x)=\sum_{j=0}^{n}(-1)^j\varphi_j(y)\,D_j(x).
\]

Keep \(x\) fixed and let \(y\) vary. If \(D\) were zero everywhere, then

\[
\sum_{j=0}^{n}\bigl[(-1)^jD_j(x)\bigr]\varphi_j=0
\]

as a function on \(X\). The coefficients no longer depend on the free point \(y\), so independence makes each of them zero. In particular \(D_0(x)=0\), which contradicts the choice of \(x\). Hence \(D\) is nonzero somewhere.

**Cardinal orbitals.** The same argument yields a neighbouring criterion: the orbitals are independent exactly when there are \(N\) points \(x_i\) and \(N\) combinations \(\chi_k\) with \(\chi_k(x_i)=\delta_{ik}\). For independent orbitals, choose \(x\) with \(D(x)\neq0\) and take \(C=A(x)^{-1}\). Conversely, \(A(x)C=1\) gives \(\det A(x)\det C=1\), so \(D(x)\neq0\) and the orbitals cannot be dependent.

**Monomials.** For \(\varphi_j(t)=t^j\) the determinant is the Vandermonde product

\[
D(x)=\prod_{i<j}(x_j-x_i),
\]

which is nonzero exactly when all positions differ. Over \(\mathbb{R}\) with \(N\ge2\), this Slater function is not identically zero, yet it has nodes wherever two particles coincide.

## The definitions and proofs in Lean

```lean
import Mathlib

open Matrix

namespace SlaterVanishing

variable {K X : Type*} [Field K]

/-- The unnormalised Slater function of `N` orbitals: the determinant of the matrix
whose entry in row `i` and column `j` is orbital `j` at the position of particle `i`. -/
def slater {N : ℕ} (φ : Fin N → X → K) (x : Fin N → X) : K :=
  Matrix.det (Matrix.of fun i j => φ j (x i))

/-- Adding a particle at `y`: the Slater function is a combination of the orbitals at `y`,
whose coefficients are signed Slater functions of the other particles with one orbital
removed. -/
theorem slater_cons {n : ℕ} (φ : Fin (n + 1) → X → K) (y : X) (x : Fin n → X) :
    slater φ (Matrix.vecCons y x) =
      ∑ j : Fin (n + 1), (-1) ^ (j : ℕ) * φ j y * slater (fun k => φ (j.succAbove k)) x := by
  unfold slater
  rw [Matrix.det_succ_row_zero]
  refine Finset.sum_congr rfl fun j _ => ?_
  rfl

/-- A configuration is a node of the Slater function exactly when some nontrivial
combination of the orbitals vanishes at the positions of all particles. -/
theorem slater_eq_zero_iff {N : ℕ} (φ : Fin N → X → K) (x : Fin N → X) :
    slater φ x = 0 ↔ ∃ c : Fin N → K, c ≠ 0 ∧ ∀ i, ∑ j, c j * φ j (x i) = 0 := by
  unfold slater
  -- a determinant vanishes exactly when the matrix has a nonzero kernel vector
  rw [← Matrix.exists_mulVec_eq_zero_iff]
  constructor
  · rintro ⟨c, hc, h⟩
    refine ⟨c, hc, fun i => ?_⟩
    have hi := congrFun h i
    simpa [Matrix.mulVec, dotProduct, mul_comm] using hi
  · rintro ⟨c, hc, h⟩
    refine ⟨c, hc, ?_⟩
    funext i
    simpa [Matrix.mulVec, dotProduct, mul_comm] using h i

/-- Linearly independent orbitals have a configuration at which their Slater function
is nonzero. -/
theorem exists_slater_ne_zero {N : ℕ} (φ : Fin N → X → K) (h : LinearIndependent K φ) :
    ∃ x, slater φ x ≠ 0 := by
  induction N with
  | zero => exact ⟨fun i => i.elim0, by simp [slater]⟩
  | succ n ih =>
    -- place all but one particle so that the orbitals without the first have a nonzero amplitude
    obtain ⟨x, hx⟩ := ih (fun k => φ k.succ) (h.comp Fin.succ (Fin.succ_injective n))
    by_contra hcon
    have hzero : ∀ z, slater φ z = 0 := fun z => by_contra fun hz => hcon ⟨z, hz⟩
    -- the expansion in the added particle's position `y` is then a vanishing combination
    have hsum : ∑ j : Fin (n + 1),
        ((-1) ^ (j : ℕ) * slater (fun k => φ (j.succAbove k)) x) • φ j = 0 := by
      funext y
      have hy := hzero (Matrix.vecCons y x)
      rw [slater_cons] at hy
      simp only [Finset.sum_apply, Pi.smul_apply, smul_eq_mul, Pi.zero_apply]
      refine Eq.trans ?_ hy
      exact Finset.sum_congr rfl fun j _ => by ring
    -- independence kills its first coefficient, which was chosen nonzero
    have hc := Fintype.linearIndependent_iff.mp h
      (fun j => (-1) ^ (j : ℕ) * slater (fun k => φ (j.succAbove k)) x) hsum 0
    apply hx
    simpa using hc

/-- The Slater function vanishes at every configuration if and only if the orbitals are
linearly dependent. -/
theorem slater_vanishes_iff_dependent {N : ℕ} (φ : Fin N → X → K) :
    (∀ x, slater φ x = 0) ↔ ¬ LinearIndependent K φ := by
  constructor
  · intro h hi
    obtain ⟨x, hx⟩ := exists_slater_ne_zero φ hi
    exact hx (h x)
  · intro h x
    rw [Fintype.not_linearIndependent_iff] at h
    obtain ⟨c, hc, j, hj⟩ := h
    -- a linear relation between the orbitals holds at every particle position
    refine (slater_eq_zero_iff φ x).2 ⟨c, fun h0 => hj (congrFun h0 j), fun i => ?_⟩
    simpa [Finset.sum_apply] using congrFun hc (x i)

/-- Orbitals are linearly independent exactly when there are `N` points and `N` combinations
of the orbitals such that combination `k` is one at point `k` and zero at the other points. -/
theorem independent_iff_exists_cardinal_orbitals {N : ℕ} (φ : Fin N → X → K) :
    LinearIndependent K φ ↔ ∃ (x : Fin N → X) (C : Matrix (Fin N) (Fin N) K),
      ∀ i k, ∑ j, φ j (x i) * C j k = if i = k then 1 else 0 := by
  constructor
  · intro h
    obtain ⟨x, hx⟩ := exists_slater_ne_zero φ h
    -- the coefficients are the inverse of the Slater matrix
    obtain ⟨C, hC⟩ : ∃ C : Matrix (Fin N) (Fin N) K,
        (Matrix.of fun i j => φ j (x i)) * C = 1 :=
      ⟨_, Matrix.mul_nonsing_inv _ (isUnit_iff_ne_zero.2 hx)⟩
    refine ⟨x, C, fun i k => ?_⟩
    have hik := congrFun (congrFun hC i) k
    simpa only [Matrix.mul_apply, Matrix.of_apply, Matrix.one_apply] using hik
  · rintro ⟨x, C, hC⟩
    by_contra hdep
    have hx : slater φ x = 0 := (slater_vanishes_iff_dependent φ).2 hdep x
    have hmul : (Matrix.of fun i j => φ j (x i)) * C = 1 := by
      ext i k
      simpa only [Matrix.mul_apply, Matrix.of_apply, Matrix.one_apply] using hC i k
    have hdet := congrArg Matrix.det hmul
    rw [Matrix.det_mul, Matrix.det_one] at hdet
    unfold slater at hx
    rw [hx, zero_mul] at hdet
    exact zero_ne_one hdet

/-- For the monomial orbitals `1, t, ..., t ^ (N - 1)`, the Slater function is nonzero
exactly at the configurations in which all particles have different positions. -/
theorem slater_monomials_ne_zero_iff {N : ℕ} (x : Fin N → K) :
    slater (fun (j : Fin N) (t : K) => t ^ (j : ℕ)) x ≠ 0 ↔ Function.Injective x := by
  have hV : (Matrix.of fun i j : Fin N => x i ^ (j : ℕ)) = Matrix.vandermonde x := by
    ext i j
    simp [Matrix.vandermonde_apply]
  unfold slater
  rw [hV]
  exact Matrix.det_vandermonde_ne_zero_iff

end SlaterVanishing
```

```lean
#print axioms SlaterVanishing.slater_vanishes_iff_dependent
#print axioms SlaterVanishing.independent_iff_exists_cardinal_orbitals
#print axioms SlaterVanishing.slater_monomials_ne_zero_iff
```

```
'SlaterVanishing.slater_vanishes_iff_dependent' depends on axioms: [propext, Classical.choice, Quot.sound]
'SlaterVanishing.independent_iff_exists_cardinal_orbitals' depends on axioms: [propext, Classical.choice, Quot.sound]
'SlaterVanishing.slater_monomials_ne_zero_iff' depends on axioms: [propext, Classical.choice, Quot.sound]
```

## What the Lean statements say and how they are proved

The family of orbitals is `φ : Fin N → X → K`, a configuration is `x : Fin N → X`, and `slater φ x` is \(D(x)\). The expression `LinearIndependent K φ` refers to the space of all functions from \(X\) to \(K\), and its negation is linear dependence. The main theorem, `slater_vanishes_iff_dependent`, therefore reads: the amplitude is zero at all configurations if and only if the orbitals are not independent. It assumes no continuity, orthogonality or normalisation, and it includes \(N=0\), where the amplitude is 1 and the empty family is independent.

`slater_cons` is the expansion along the added particle's row. `Matrix.vecCons y x` puts \(y\) in front of \(x\), and `j.succAbove` lists the orbital indices with \(j\) left out. `slater_eq_zero_iff` is the node condition, taken from Mathlib's theorem on nonzero kernel vectors.

`exists_slater_ne_zero` carries out the induction. The call to `ih` finds the configuration with \(D_0(x)\neq0\), and `by_contra` assumes that the larger determinant has no nonzero value. The step `funext y` then turns the expansion at each \(y\) into the equation `hsum` between functions. Applying `Fintype.linearIndependent_iff` at index `0` gives the contradiction. The main theorem combines this lemma with the node condition.

`independent_iff_exists_cardinal_orbitals` uses the inverse matrix in one direction and the product rule for determinants in the other. `slater_monomials_ne_zero_iff` identifies the matrix as Mathlib's `Matrix.vandermonde` and uses the known criterion for its determinant; `Function.Injective x` says that no two particles share a position.

## Null sets, rounding and sums of determinants

The theorem concerns values at every point. Take a nonzero, continuous, square-integrable function on the real line and a copy with one value altered. The two are independent as functions, but they represent the same square-integrable state, and their Slater function is nonzero only on a set of measure zero. For continuous orbitals on \(\mathbb{R}^d\) this discrepancy does not arise, since a continuous function that is zero almost everywhere is zero.

The arithmetic is exact. Nearly dependent orbitals can give matrices \(A(x)\) that are invertible but too ill-conditioned for floating-point work, and the theorem sets no lower bound on the amplitude. It also doesn't say how to find a good starting configuration, or how likely a random one is to be a node.

Finally, the statement covers one determinant. In a sum of several determinants, the terms can cancel even when the orbitals in each term are independent.
